# Many-body increments of an excess electron on isolated fragments equal the highest fragment energy up to sign

Let one excess electron sit on the most favourable fragment of a cluster of isolated fragments, so that its energy, measured relative to the neutral fragments and a free electron at rest, is the lowest of the fragment energies $e_i$. Let the empty cluster have energy zero. Then the many-body increment of every nonempty cluster $S$ is

$$\Delta E(S) = (-1)^{|S|+1}\max_{i\in S} e_i .$$

The increments therefore need not decay with cluster size, although the fragments do not interact. This concerns fragment expansions of anionic clusters in the limit of infinite separation, when every subcluster is computed with the excess electron on it.

```lean
import Mathlib

open Finset

namespace ExcessElectronFragments

noncomputable section

variable {ι : Type*} [DecidableEq ι]
```

## The energy of the electron and its expansion

Measure $e_i$ relative to the neutral fragment and a free electron at rest. A negative $e_i$ means binding, so $e_i$ is minus the electron affinity. The cluster energy is

$$E(S)=\min_{i\in S}e_i\quad(S\neq\emptyset),\qquad E(\emptyset)=0 .$$

The value for the empty cluster is the energy of the free electron. In Lean, `ι` labels the fragments, `e : ι → ℝ` gives their energies, and a cluster is a `Finset ι`, hence finite. The minimum is written `S.inf' h e`, where `h` proves that $S$ is nonempty.

```lean
/-- The energy of an excess electron on a cluster `S` of isolated fragments: the lowest of the
fragment energies `e i`, and zero for the empty cluster. -/
def attachEnergy (e : ι → ℝ) (S : Finset ι) : ℝ :=
  if h : S.Nonempty then S.inf' h e else 0
```

The minimum is a definition here and is not derived from a Hamiltonian. To apply it to a real cluster, one must argue that the fragments are too far apart to polarise one another or to share the electron. The model also keeps the electron on a fragment when all $e_i$ are positive, where a real electron would leave.

For any energy function $E$, the increment is the alternating sum

$$\Delta E(S)=\sum_{T\subseteq S}(-1)^{|S|+|T|}E(T).$$

The exponent $|S|+|T|$ has the same parity as the more common $|S|-|T|$.

```lean
/-- The many-body increment of the cluster `S` for an energy function `E`: the sum of the energies
of all subclusters, with sign plus or minus as the number of fragments left out is even or odd. -/
def increment (E : Finset ι → ℝ) (S : Finset ι) : ℝ :=
  ∑ T ∈ S.powerset, (-1) ^ (S.card + T.card) * E T
```

Truncation at order $k$ keeps the increments of all subclusters with at most $k$ fragments:

$$E_k(S)=\sum_{j=0}^{k}\ \sum_{T\subseteq S,\ |T|=j}\Delta E(T).$$

```lean
/-- The many-body expansion of the energy of `S`, truncated after the increments of clusters
of `k` fragments. -/
def truncatedEnergy (E : Finset ι → ℝ) (k : ℕ) (S : Finset ι) : ℝ :=
  ∑ j ∈ range (k + 1), ∑ T ∈ S.powersetCard j, increment E T
```

## Adding one fragment

Let $a\notin S$. Each subcluster of $S\cup\{a\}$ is either some $T\subseteq S$ or $T\cup\{a\}$. In $\Delta E(S\cup\{a\})$ the first kind has sign $(-1)^{|S|+1+|T|}$ and the second $(-1)^{|S|+|T|+2}$. Pairing them gives

$$\Delta E(S\cup\{a\})=\sum_{T\subseteq S}(-1)^{|S|+|T|}\bigl[E(T\cup\{a\})-E(T)\bigr].$$

`Finset.sum_powerset_insert` makes the split, and `ring` settles the signs.

```lean
/-- The increment of a cluster enlarged by a new fragment `a` is the alternating sum of the energy
changes that `a` causes when it joins the subclusters of `S`. -/
theorem increment_insert (E : Finset ι → ℝ) {a : ι} {S : Finset ι} (ha : a ∉ S) :
    increment E (insert a S) =
      ∑ T ∈ S.powerset, (-1) ^ (S.card + T.card) * (E (insert a T) - E T) := by
  unfold increment
  rw [Finset.sum_powerset_insert ha, ← Finset.sum_add_distrib]
  refine Finset.sum_congr rfl fun T hT => ?_
  have haT : a ∉ T := fun h => ha (Finset.mem_powerset.mp hT h)
  rw [Finset.card_insert_of_notMem ha, Finset.card_insert_of_notMem haT]
  ring
```

## The increments add up to the energy

For the empty cluster, the only increment is $E(\emptyset)$. Suppose the expansion is exact on $S$ for every energy function, and set $D(U)=E(U\cup\{a\})-E(U)$. The previous step says $\Delta E(T\cup\{a\})=\Delta D(T)$, so

$$\sum_{T\subseteq S\cup\{a\}}\Delta E(T)=\sum_{T\subseteq S}\Delta E(T)+\sum_{T\subseteq S}\Delta D(T)=E(S)+D(S)=E(S\cup\{a\}).$$

The induction hypothesis is used for both $E$ and $D$, which is why the Lean induction carries `generalizing E`.

```lean
/-- The many-body expansion is exact: for any energy function, the increments of all subclusters
of `S` add up to the energy of `S`. -/
theorem sum_increment (E : Finset ι → ℝ) (S : Finset ι) :
    ∑ T ∈ S.powerset, increment E T = E S := by
  induction S using Finset.induction_on generalizing E with
  | empty => simp [increment]
  | insert a S ha ih =>
    -- increments that contain `a` are increments of the energy change caused by `a`
    have step : ∑ T ∈ S.powerset, increment E (insert a T) =
        ∑ T ∈ S.powerset, increment (fun U => E (insert a U) - E U) T :=
      Finset.sum_congr rfl fun T hT =>
        increment_insert E fun h => ha (Finset.mem_powerset.mp hT h)
    rw [Finset.sum_powerset_insert ha, step, ih, ih]
    ring
```

This confirms that the alternating sums are the usual increments: $\Delta E(S)$ is what remains of $E(S)$ after the increments of all smaller subclusters are subtracted.

## The least favourable fragment

Let $T$ be nonempty and $e_a\ge e_i$ for all $i\in T$. Then $e_a\ge\min_{i\in T}e_i$, and

$$E(T\cup\{a\})=\min\bigl(E(T),e_a\bigr)=E(T).$$

The electron ignores the new fragment. Lean proves the two inequalities separately.

```lean
/-- A fragment whose energy is at least that of every fragment in a nonempty cluster leaves the
energy of the excess electron unchanged when it joins the cluster. -/
theorem attachEnergy_insert_of_le (e : ι → ℝ) {a : ι} {T : Finset ι} (hT : T.Nonempty)
    (h : ∀ i ∈ T, e i ≤ e a) : attachEnergy e (insert a T) = attachEnergy e T := by
  have h' : (insert a T).Nonempty := Finset.insert_nonempty a T
  unfold attachEnergy
  rw [dif_pos h', dif_pos hT]
  apply le_antisymm
  · exact Finset.le_inf' _ _ fun i hi => Finset.inf'_le _ (Finset.mem_insert_of_mem hi)
  · refine Finset.le_inf' _ _ fun i hi => ?_
    rcases Finset.mem_insert.mp hi with rfl | hi
    · obtain ⟨j, hj⟩ := hT
      exact (Finset.inf'_le e hj).trans (h j hj)
    · exact Finset.inf'_le e hi
```

Now choose $a\in S$ with the highest energy in $S$, and let $R=S\setminus\{a\}$, written `S.erase a`. In

$$\Delta E(S)=\sum_{T\subseteq R}(-1)^{|R|+|T|}\bigl[E(T\cup\{a\})-E(T)\bigr]$$

every nonempty $T$ contributes zero. The term $T=\emptyset$ remains:

$$\Delta E(S)=(-1)^{|R|}(e_a-0)=(-1)^{|S|+1}\max_{i\in S}e_i .$$

The theorem states this for any real energies and any nonempty `S`, with the maximum written `S.sup' hS e`.

```lean
/-- For an excess electron on isolated fragments, the increment of every nonempty cluster `S` is
the highest fragment energy in `S`, with sign plus for an odd and minus for an even number of
fragments. -/
theorem increment_attachEnergy (e : ι → ℝ) (S : Finset ι) (hS : S.Nonempty) :
    increment (attachEnergy e) S = (-1) ^ (S.card + 1) * S.sup' hS e := by
  -- single out the fragment of highest energy
  obtain ⟨a, ha, hmax⟩ := Finset.exists_mem_eq_sup' hS e
  have hle : ∀ i ∈ S, e i ≤ e a := fun i hi => by
    rw [← hmax]
    exact Finset.le_sup' e hi
  have hcard : (S.erase a).card + 1 = S.card := Finset.card_erase_add_one ha
  have key := increment_insert (attachEnergy e) (Finset.notMem_erase a S)
  rw [Finset.insert_erase ha] at key
  -- it changes the energy only when it joins the empty cluster
  rw [hmax, key, Finset.sum_eq_single ∅]
  · have h1 : attachEnergy e (insert a ∅) = e a := by simp [attachEnergy]
    have h0 : attachEnergy e ∅ = 0 := by simp [attachEnergy]
    rw [h1, h0, ← hcard, Finset.card_empty]
    ring
  · intro T hT hne
    rw [attachEnergy_insert_of_le e (Finset.nonempty_iff_ne_empty.mpr hne)
      fun i hi => hle i (Finset.mem_of_mem_erase (Finset.mem_powerset.mp hT hi)),
      sub_self, mul_zero]
  · intro h
    exact absurd (Finset.empty_mem_powerset _) h
```

The collapse of the sum is the work of `Finset.sum_eq_single ∅`. It replaces a sum by its term at `∅` and asks for two justifications, so three goals follow, one for each bullet. The first evaluates the surviving term. The second shows that every other term vanishes, by the lemma on the ignored fragment. The third deals with the case that `∅` is not in the summation range, which is impossible for a power set.

The same argument applies to electron affinities $A_i=-e_i$. The affinity of the cluster is $A(S)=\max_{i\in S}A_i$, and since increments are linear in the energy function, $\Delta A(S)=(-1)^{|S|+1}\min_{i\in S}A_i$. This variant is derived only in the prose.

## A lower bound at every order

Suppose $e_i\le-\delta$ for all $i\in S$. For positive $\delta$ this means that each fragment binds the electron by at least $\delta$. The maximum is then also at most $-\delta$, and

$$|\Delta E(S)|=\Bigl|\max_{i\in S}e_i\Bigr|\ge-\max_{i\in S}e_i\ge\delta .$$

```lean
/-- For an excess electron on isolated fragments: if every fragment of a nonempty cluster has energy
at most `-δ`, the increment of the cluster has magnitude at least `δ`, whatever the number of
fragments. -/
theorem le_abs_increment (e : ι → ℝ) (S : Finset ι) (hS : S.Nonempty) (δ : ℝ)
    (h : ∀ i ∈ S, e i ≤ -δ) : δ ≤ |increment (attachEnergy e) S| := by
  rw [increment_attachEnergy e S hS, abs_mul, abs_pow, abs_neg, abs_one, one_pow, one_mul]
  have hsup : S.sup' hS e ≤ -δ := Finset.sup'_le hS e h
  linarith [neg_le_abs (S.sup' hS e)]
```

## Truncation for identical fragments

Take $n+1$ fragments of equal energy $\varepsilon$. The claim is

$$E_k(S)=\varepsilon\Bigl[1-(-1)^k\tbinom{n}{k}\Bigr].$$

At $k=0$ both sides vanish. Going from $k$ to $k+1$ adds $\binom{n+1}{k+1}$ increments, each equal to $(-1)^{k+2}\varepsilon=(-1)^k\varepsilon$. With Pascal's rule $\binom{n+1}{k+1}=\binom{n}{k}+\binom{n}{k+1}$,

$$E_{k+1}(S)=\varepsilon\Bigl[1-(-1)^k\tbinom nk\Bigr]+(-1)^k\varepsilon\Bigl[\tbinom nk+\tbinom n{k+1}\Bigr]=\varepsilon\Bigl[1-(-1)^{k+1}\tbinom n{k+1}\Bigr].$$

In Lean, `hconst` records that all the new increments are equal, and `Nat.choose_succ_succ'` is Pascal's rule.

```lean
/-- For one excess electron on `n + 1` isolated fragments, each of energy `ε`, the many-body
expansion of the electron's energy truncated at order `k` gives `ε (1 - (-1)^k C(n, k))`, with
`C(n, k)` the binomial coefficient. -/
theorem truncatedEnergy_identical (ε : ℝ) (S : Finset ι) (n : ℕ) (hS : S.card = n + 1) (k : ℕ) :
    truncatedEnergy (attachEnergy fun _ : ι => ε) k S =
      ε * (1 - (-1) ^ k * (n.choose k : ℝ)) := by
  unfold truncatedEnergy
  induction k with
  | zero => simp [increment, attachEnergy]
  | succ k ih =>
    -- all clusters of `k + 1` fragments have the same increment
    have hconst : ∀ T ∈ S.powersetCard (k + 1),
        increment (attachEnergy fun _ : ι => ε) T = (-1) ^ (k + 1 + 1) * ε := by
      intro T hT
      have hc : T.card = k + 1 := (Finset.mem_powersetCard.mp hT).2
      have hne : T.Nonempty := Finset.card_pos.mp (by omega)
      rw [increment_attachEnergy _ T hne, hc, Finset.sup'_const]
    rw [Finset.sum_range_succ, ih, Finset.sum_congr rfl hconst, Finset.sum_const,
      Finset.card_powersetCard, hS, nsmul_eq_mul, Nat.choose_succ_succ']
    push_cast
    ring
```

The exact energy is $E(S)=\varepsilon$, so

$$|E_k(S)-E(S)|=|\varepsilon|\binom nk .$$

For ten fragments, the expansion gives $-35\,\varepsilon$ at second order and $85\,\varepsilon$ at third. The error vanishes once $k\ge n+1$, when every subcluster is included.

```lean
/-- For one excess electron on `n + 1` isolated fragments, each of energy `ε`, truncation of the
many-body expansion of the electron's energy at order `k` causes an absolute error of `|ε|` times
the binomial coefficient `C(n, k)`. -/
theorem truncation_error_identical (ε : ℝ) (S : Finset ι) (n : ℕ) (hS : S.card = n + 1) (k : ℕ) :
    |truncatedEnergy (attachEnergy fun _ : ι => ε) k S - attachEnergy (fun _ : ι => ε) S| =
      |ε| * (n.choose k : ℝ) := by
  have hne : S.Nonempty := Finset.card_pos.mp (by omega)
  have hE : attachEnergy (fun _ : ι => ε) S = ε := by
    unfold attachEnergy
    rw [dif_pos hne, Finset.inf'_const]
  have hdiff : ε * (1 - (-1) ^ k * (n.choose k : ℝ)) - ε =
      -(ε * ((-1) ^ k * (n.choose k : ℝ))) := by ring
  rw [truncatedEnergy_identical ε S n hS k, hE, hdiff, abs_neg, abs_mul, abs_mul, abs_pow,
    abs_neg, abs_one, one_pow, one_mul, Nat.abs_cast]

end

end ExcessElectronFragments
```

```lean
#print axioms ExcessElectronFragments.sum_increment
#print axioms ExcessElectronFragments.increment_attachEnergy
#print axioms ExcessElectronFragments.le_abs_increment
#print axioms ExcessElectronFragments.truncation_error_identical
```

```
'ExcessElectronFragments.sum_increment' depends on axioms: [propext, Classical.choice, Quot.sound]
'ExcessElectronFragments.increment_attachEnergy' depends on axioms: [propext, Classical.choice, Quot.sound]
'ExcessElectronFragments.le_abs_increment' depends on axioms: [propext, Classical.choice, Quot.sound]
'ExcessElectronFragments.truncation_error_identical' depends on axioms: [propext, Classical.choice, Quot.sound]
```
